# Openness of v-representability near a nondegenerate lattice ground state without zero coefficients

Let $N$ spinless fermions occupy $L$ sites, $0<N<L$, with any Hermitian $H_0$ (hopping, interaction), and let $H(v)$ be $H_0$ plus the site potential $v$ summed over the occupied sites. Suppose $H(v_0)$ has a nondegenerate ground state $\psi$ with all configuration coefficients nonzero. Then every $\rho$ of sum $N$ close enough to its density belongs to a nondegenerate ground state of some $H(v)$, with $v$ as close to $v_0$ as desired. On such finite lattices, density-to-potential inversion with the same $H_0$ is therefore solvable near the density of $\psi$; the continuum limit is a further step.

```lean
import Mathlib

open Matrix Metric Topology

namespace LatticeVRepresentability

noncomputable section

/-- The configurations of `N` fermions on `L` sites: the `N`-element sets of occupied sites. -/
abbrev Config (L N : ℕ) := {s : Finset (Fin L) // s.card = N}

/-- The Hilbert space spanned by the configurations. -/
abbrev State (L N : ℕ) := EuclideanSpace ℂ (Config L N)
```

A state has one coefficient $\psi_s$ per occupied set $s$. Write $n(\psi)$ for `density`.

```lean
variable {L N : ℕ} {H₀ : State L N →L[ℂ] State L N}

/-- The site density: the total weight of the configurations in which site `i` is occupied. -/
def density (ψ : State L N) (i : Fin L) : ℝ := ∑ s : Config L N with i ∈ s.1, ‖ψ s‖ ^ 2
```

Write $\mathcal E_v(\psi)$ for `energy` with $H(v)$, and $E(v)$ for `groundEnergy`. Uniqueness means up to phase.

```lean
/-- The real part of the expectation value of `H` in `ψ`. -/
def energy (H : State L N →L[ℂ] State L N) (ψ : State L N) : ℝ := (inner ℂ (H ψ) ψ).re

/-- The Hamiltonian `H(v)`: `H₀` plus the site potential `v` summed over the occupied sites. -/
def hamiltonian (H₀ : State L N →L[ℂ] State L N) (v : Fin L → ℝ) : State L N →L[ℂ] State L N :=
  H₀ + toEuclideanCLM (n := Config L N) (𝕜 := ℂ)
    (diagonal fun s => ((∑ i ∈ s.1, v i : ℝ) : ℂ))

/-- A ground state: a normalised eigenvector of least energy among normalised states. -/
structure IsGroundState (H : State L N →L[ℂ] State L N) (ψ : State L N) : Prop where
  unit : ‖ψ‖ = 1
  eigen : H ψ = (energy H ψ : ℂ) • ψ
  le : ∀ φ, ‖φ‖ = 1 → energy H ψ ≤ energy H φ

/-- A nondegenerate ground state: every ground state is a multiple of it. -/
def IsUniqueGroundState (H : State L N →L[ℂ] State L N) (ψ : State L N) : Prop :=
  IsGroundState H ψ ∧ ∀ φ, IsGroundState H φ → ∃ c : ℂ, φ = c • ψ

/-- The ground-state energy `E(v)`, for `N ≤ L`: the infimum of the energy over normalised
states. -/
def groundEnergy (H₀ : State L N →L[ℂ] State L N) (v : Fin L → ℝ) : ℝ :=
  sInf (energy (hamiltonian H₀ v) '' sphere 0 1)
```

**(a)** Show $(H(v)\psi)_s=(H_0\psi)_s+\sum_{i\in s}v_i\,\psi_s$.

A diagonal matrix acts componentwise.

```lean
/-- The potential multiplies each coefficient by the sum of `v` over the occupied sites. -/
theorem hamiltonian_apply (v : Fin L → ℝ) (ψ : State L N) (s : Config L N) :
    hamiltonian H₀ v ψ s = H₀ ψ s + ((∑ i ∈ s.1, v i : ℝ) : ℂ) * ψ s := by
  change H₀ ψ s + (diagonal (fun s : Config L N => ((∑ i ∈ s.1, v i : ℝ) : ℂ)) *ᵥ ψ.ofLp) s = _
  rw [mulVec_diagonal]
```

**(b)** Show $\mathcal E_v(\psi)=\mathcal E_0(\psi)+v\cdot n(\psi)$.

Exchange sums: $\sum_s\sum_{i\in s}v_i|\psi_s|^2=\sum_i v_i n_i(\psi)$.

```lean
/-- The potential enters the energy only through the density. -/
theorem energy_hamiltonian (v : Fin L → ℝ) (ψ : State L N) :
    energy (hamiltonian H₀ v) ψ = energy H₀ ψ + ∑ i, v i * density ψ i := by
  have h : ∑ s : Config L N, (∑ i ∈ s.1, v i) * ‖ψ s‖ ^ 2 = ∑ i, v i * density ψ i := by
    simp only [density, Finset.mul_sum, Finset.sum_mul]
    exact Finset.sum_comm' (by simp)
  rw [← h]
  simp only [energy, PiLp.inner_apply, hamiltonian_apply, inner_add_left,
    Finset.sum_add_distrib, Complex.add_re, Complex.re_sum]
  congr 1
  refine Finset.sum_congr rfl fun s _ => ?_
  rw [← Complex.normSq_eq_norm_sq, Complex.normSq_apply]
  simp only [RCLike.inner_apply, map_mul, Complex.conj_ofReal, Complex.mul_re, Complex.mul_im,
    Complex.ofReal_re, Complex.ofReal_im, Complex.conj_re, Complex.conj_im]
  ring
```

**(c)** Show $\mathcal E_{v'}(\psi')\to\mathcal E_v(\psi)$ as $(v',\psi')\to(v,\psi)$.

Each term in (b) is continuous.

```lean
/-- The energy depends continuously on the potential and the state together. -/
theorem continuous_energy (H₀ : State L N →L[ℂ] State L N) :
    Continuous fun p : (Fin L → ℝ) × State L N => energy (hamiltonian H₀ p.1) p.2 := by
  have h : Continuous (energy H₀) := H₀.reApplyInnerSelf_continuous
  simp only [energy_hamiltonian, density]
  fun_prop
```

**(d)** For a normalised minimiser, show $H(v)\psi=\mathcal E_v(\psi)\psi$.

Varying along $\eta\perp\psi$ and $i\eta$ gives $\langle\eta,H(v)\psi\rangle=0$, so $H(v)\psi\parallel\psi$. Lean checks self-adjointness, then applies Mathlib's Rayleigh theorem.

```lean
/-- Rayleigh principle: for Hermitian `H₀`, a normalised state of least energy is a ground
state of `H(v)`. -/
theorem isGroundState_of_minimal (hH : IsSelfAdjoint H₀) (v : Fin L → ℝ) {ψ : State L N}
    (h1 : ‖ψ‖ = 1)
    (hmin : ∀ φ, ‖φ‖ = 1 → energy (hamiltonian H₀ v) ψ ≤ energy (hamiltonian H₀ v) φ) :
    IsGroundState (hamiltonian H₀ v) ψ := by
  have hV : IsSelfAdjoint (diagonal fun s : Config L N => ((∑ i ∈ s.1, v i : ℝ) : ℂ)) := by
    rw [isSelfAdjoint_iff, star_eq_conjTranspose, diagonal_conjTranspose]
    exact congrArg diagonal (funext fun s => Complex.conj_ofReal _)
  have hV' := hV.map (toEuclideanCLM (n := Config L N) (𝕜 := ℂ))
  have hadd : ∀ A B : State L N →L[ℂ] State L N,
      IsSelfAdjoint A → IsSelfAdjoint B → IsSelfAdjoint (A + B) := fun A B hA hB =>
    ContinuousLinearMap.isSelfAdjoint_iff_isSymmetric.mpr fun x y => by
      have a : inner ℂ (A x) y = inner ℂ x (A y) :=
        ContinuousLinearMap.isSelfAdjoint_iff_isSymmetric.mp hA x y
      have b : inner ℂ (B x) y = inner ℂ x (B y) :=
        ContinuousLinearMap.isSelfAdjoint_iff_isSymmetric.mp hB x y
      change inner ℂ (A x + B x) y = inner ℂ x (A y + B y)
      rw [inner_add_left, inner_add_right, a, b]
  have hs : IsSelfAdjoint (hamiltonian H₀ v) := hadd _ _ hH hV'
  have h := (hs.hasEigenvector_of_isMinOn (by rintro rfl; simp at h1)
    (isMinOn_iff.mpr fun φ hφ => hmin φ (by simpa [h1] using hφ))).apply_eq_smul
  obtain ⟨μ, hμ⟩ : ∃ μ : ℝ, hamiltonian H₀ v ψ = (μ : ℂ) • ψ :=
    ⟨⨅ x : {x : State L N // x ≠ 0}, (hamiltonian H₀ v).rayleighQuotient x, h⟩
  have he : energy (hamiltonian H₀ v) ψ = μ := by
    simp [energy, hμ, inner_self_eq_norm_sq_to_K, h1]
  exact ⟨h1, by rw [he]; exact hμ, hmin⟩
```

**(e)** For $N\le L$, find a ground state and show $E(v)=\mathcal E_v(\psi)$ for each.

The unit sphere is compact and nonempty; use (c), (d).

```lean
/-- For `N ≤ L` and Hermitian `H₀`, `H(v)` has a ground state, and every ground state has
energy `E(v)`. -/
theorem exists_isGroundState (hL : N ≤ L) (hH : IsSelfAdjoint H₀) (v : Fin L → ℝ) :
    (∃ ψ, IsGroundState (hamiltonian H₀ v) ψ) ∧ ∀ ψ, IsGroundState (hamiltonian H₀ v) ψ →
      groundEnergy H₀ v = energy (hamiltonian H₀ v) ψ := by
  refine ⟨?_, fun ψ h => IsLeast.csInf_eq ⟨⟨ψ, by simp [h.unit], rfl⟩, ?_⟩⟩
  · obtain ⟨s, -, hs⟩ := Finset.exists_subset_card_eq
      (s := (Finset.univ : Finset (Fin L))) (n := N) (by simpa using hL)
    obtain ⟨ψ, h1, h2⟩ := (isCompact_sphere (0 : State L N) 1).exists_isMinOn
      ⟨EuclideanSpace.single ⟨s, hs⟩ 1, by simp⟩ ((continuous_energy H₀).comp
        (by fun_prop : Continuous fun φ : State L N => (v, φ))).continuousOn
    exact ⟨ψ, isGroundState_of_minimal hH v (by simpa using h1)
      fun φ hφ => isMinOn_iff.mp h2 φ (by simpa using hφ)⟩
  · rintro _ ⟨φ, hφ, rfl⟩
    exact h.le φ (by simpa using hφ)
```

**(f)** If $v,w$ share a ground state without zero coefficients, show $v_i-w_i=v_j-w_j$.

Subtract eigenvalue equations and divide by $\psi_s$: $\sum_{k\in s}(v_k-w_k)$ is independent of $s$. For $i\ne j$, compare $T\cup\{i\}$ with $T\cup\{j\}$, where $|T|=N-1$ and $T$ contains neither $i$ nor $j$; such a $T$ exists because $N<L$.

```lean
/-- For `0 < N < L`, two potentials that share a ground state without vanishing coefficients
differ by a constant. -/
theorem potential_unique (hN : 0 < N) (hL : N < L) {v w : Fin L → ℝ} {ψ : State L N}
    (hv : IsGroundState (hamiltonian H₀ v) ψ) (hw : IsGroundState (hamiltonian H₀ w) ψ)
    (hne : ∀ s, ψ s ≠ 0) (i j : Fin L) : v i - w i = v j - w j := by
  have key : ∀ s : Config L N, ∑ i ∈ s.1, (v i - w i) =
      energy (hamiltonian H₀ v) ψ - energy (hamiltonian H₀ w) ψ := by
    intro s
    have h1 := congrArg (fun x : State L N => x s) hv.eigen
    have h2 := congrArg (fun x : State L N => x s) hw.eigen
    simp only [hamiltonian_apply, PiLp.smul_apply, smul_eq_mul] at h1 h2
    apply Complex.ofReal_injective
    apply mul_right_cancel₀ (hne s)
    rw [Finset.sum_sub_distrib, Complex.ofReal_sub, Complex.ofReal_sub]
    linear_combination h1 - h2
  by_cases hij : i = j
  · rw [hij]
  -- compare two configurations that differ by moving one particle from i to j
  obtain ⟨T, hT, hc⟩ := Finset.exists_subset_card_eq
    (s := (Finset.univ.erase i).erase j) (n := N - 1) (by
      rw [Finset.card_erase_of_mem (by simp [Ne.symm hij]),
        Finset.card_erase_of_mem (Finset.mem_univ _), Finset.card_univ, Fintype.card_fin]
      omega)
  have hi : i ∉ T := fun h => by have := hT h; simp at this
  have hj : j ∉ T := fun h => by have := hT h; simp at this
  have h1 := key ⟨insert i T, by rw [Finset.card_insert_of_notMem hi]; omega⟩
  have h2 := key ⟨insert j T, by rw [Finset.card_insert_of_notMem hj]; omega⟩
  simp only [Finset.sum_insert hi] at h1
  simp only [Finset.sum_insert hj] at h2
  linarith
```

**(g)** For $v$ near $v_0$, show that any two ground states $\varphi,\chi$ of the same $H(v)$ satisfy $\chi=c\varphi$.

By compactness, normalised states orthogonal to $\psi$ stay above it in energy. Hence $\langle\psi,\varphi\rangle\ne0$. With $c=\langle\psi,\chi\rangle/\langle\psi,\varphi\rangle$, $\chi-c\varphi$ solves the ground-state equation orthogonally to $\psi$, so vanishes.

```lean
/-- For Hermitian `H₀`, nondegeneracy of the ground state survives small changes of the
potential. -/
theorem eventually_unique (hH : IsSelfAdjoint H₀) {v₀ : Fin L → ℝ} {ψ : State L N}
    (hψ : IsUniqueGroundState (hamiltonian H₀ v₀) ψ) :
    ∀ᶠ v in 𝓝 v₀, ∀ φ, IsGroundState (hamiltonian H₀ v) φ →
      IsUniqueGroundState (hamiltonian H₀ v) φ := by
  have hT := (isCompact_sphere (0 : State L N) 1).inter_right
    (isClosed_eq (f := fun φ : State L N => inner ℂ ψ φ) (g := fun _ => 0)
      (by fun_prop) continuous_const)
  -- for v near v₀, normalised states orthogonal to ψ stay above ψ in energy
  have hev : ∀ᶠ v in 𝓝 v₀, ∀ φ ∈ sphere (0 : State L N) 1 ∩ {φ | inner ℂ ψ φ = 0},
      energy (hamiltonian H₀ v) ψ < energy (hamiltonian H₀ v) φ := by
    refine hT.eventually_forall_of_forall_eventually fun φ hφ => ?_
    have h1 : ‖φ‖ = 1 := by simpa using hφ.1
    have hlt : energy (hamiltonian H₀ v₀) ψ < energy (hamiltonian H₀ v₀) φ := by
      by_contra hn
      obtain ⟨c, rfl⟩ := hψ.2 φ (isGroundState_of_minimal hH v₀ h1
        fun χ hχ => (not_lt.mp hn).trans (hψ.1.le χ hχ))
      have h0 : inner ℂ ψ (c • ψ) = 0 := hφ.2
      have hc : c = 0 := by
        simpa [inner_smul_right, inner_self_eq_norm_sq_to_K, hψ.1.unit] using h0
      simp [hc] at h1
    exact (isOpen_lt ((continuous_energy H₀).comp (by fun_prop :
      Continuous fun p : (Fin L → ℝ) × State L N => (p.1, ψ))) (continuous_energy H₀)).mem_nhds hlt
  filter_upwards [hev] with v hv φ hφ
  have hno : ∀ χ : State L N, hamiltonian H₀ v χ = (energy (hamiltonian H₀ v) φ : ℂ) • χ →
      inner ℂ ψ χ = 0 → χ = 0 := by
    intro χ he ho
    by_contra h0
    obtain ⟨c, hc⟩ : ∃ c : ℂ, ‖c • χ‖ = 1 := ⟨_, norm_smul_inv_norm h0⟩
    have h1 := hv (c • χ) ⟨by simpa using hc, by simp [ho]⟩
    have h2 : energy (hamiltonian H₀ v) (c • χ) = energy (hamiltonian H₀ v) φ := by
      change (inner ℂ (hamiltonian H₀ v (c • χ)) (c • χ)).re = _
      rw [map_smul, he, smul_comm, inner_smul_left, inner_self_eq_norm_sq_to_K, hc]
      simp
    linarith [hφ.le ψ hψ.1.unit]
  refine ⟨hφ, fun χ hχ => ?_⟩
  have hE := le_antisymm (hχ.le φ hφ.unit) (hφ.le χ hχ.unit)
  have ha : inner ℂ ψ φ ≠ 0 := fun h => by
    have h1 := hφ.unit
    rw [hno φ hφ.eigen h, norm_zero] at h1
    exact zero_ne_one h1
  have hz := hno (χ - (inner ℂ ψ χ / inner ℂ ψ φ) • φ)
    (by rw [map_sub, map_smul, hχ.eigen, hE]; nth_rw 1 [hφ.eigen]; module)
    (by rw [inner_sub_right, inner_smul_right, div_mul_cancel₀ _ ha, sub_self])
  exact ⟨_, sub_eq_zero.mp hz⟩
```

**(h)** For nondegenerate $\varphi$, show $\frac{d}{dt}E(v+tu)|_{t=0}=u\cdot n(\varphi)$.

For ground states $\chi_t$ at $v+tu$,
$$t\,u\cdot n(\chi_t)\le E(v+tu)-E(v)\le t\,u\cdot n(\varphi).$$
Compactness and nondegeneracy give $n(\chi_t)\to n(\varphi)$; divide by $t$.

```lean
set_option maxHeartbeats 400000 in
/-- Hellmann–Feynman theorem: for `N ≤ L`, Hermitian `H₀` and a nondegenerate ground state, the
derivative of `E(v + t u)` at `t = 0` is the sum of `u` times the density. -/
theorem hellmann_feynman (hL : N ≤ L) (hH : IsSelfAdjoint H₀) {v : Fin L → ℝ} {φ : State L N}
    (h : IsUniqueGroundState (hamiltonian H₀ v) φ) (u : Fin L → ℝ) :
    HasDerivAt (fun t : ℝ => groundEnergy H₀ (v + t • u)) (∑ i, u i * density φ i) 0 := by
  rw [hasDerivAt_iff_isLittleO, Asymptotics.isLittleO_iff]
  intro ε hε
  -- for small t a normalised state is either no ground state of H(v + t u) or gives nearly the
  -- same sum of u times the density as φ
  have hev : ∀ᶠ t : ℝ in 𝓝 0, ∀ χ ∈ sphere (0 : State L N) 1,
      energy (hamiltonian H₀ (v + t • u)) φ < energy (hamiltonian H₀ (v + t • u)) χ ∨
      |∑ i, u i * density χ i - ∑ i, u i * density φ i| < ε := by
    refine (isCompact_sphere _ _).eventually_forall_of_forall_eventually fun χ hχ => ?_
    have h1 : ‖χ‖ = 1 := by simpa using hχ
    by_cases hlt : energy (hamiltonian H₀ v) φ < energy (hamiltonian H₀ v) χ
    · have c1 := (continuous_energy H₀).comp
        (by fun_prop : Continuous fun p : ℝ × State L N => (v + p.1 • u, φ))
      have c2 := (continuous_energy H₀).comp
        (by fun_prop : Continuous fun p : ℝ × State L N => (v + p.1 • u, p.2))
      simp only [Function.comp_def] at c1 c2
      have ho := isOpen_lt c1 c2
      filter_upwards [ho.mem_nhds (by simpa using hlt)] with p hp using Or.inl hp
    · obtain ⟨c, rfl⟩ := h.2 χ (isGroundState_of_minimal hH v h1
        fun η hη => (not_lt.mp hlt).trans (h.1.le η hη))
      rw [norm_smul, h.1.unit, mul_one] at h1
      have hd : density (c • φ) = density φ := by
        funext i
        simp only [density, PiLp.smul_apply, norm_smul, h1, one_mul]
      have ho : IsOpen {p : ℝ × State L N |
          |∑ i, u i * density p.2 i - ∑ i, u i * density φ i| < ε} :=
        isOpen_lt (by unfold density; fun_prop) continuous_const
      filter_upwards [ho.mem_nhds (by simpa [hd] using hε)] with p hp using Or.inr hp
  filter_upwards [hev] with t ht
  obtain ⟨χ, hχ⟩ := (exists_isGroundState hL hH (v + t • u)).1
  have h1 := hχ.le φ h.1.unit
  have hb := (ht χ (by simp [hχ.unit])).resolve_left (not_lt.mpr h1)
  have h2 := h.1.le χ hχ.unit
  have h3 := (exists_isGroundState hL hH (v + t • u)).2 χ hχ
  have h4 := (exists_isGroundState hL hH v).2 φ h.1
  have hsplit : ∀ η : State L N, ∑ i, (v + t • u) i * density η i =
      ∑ i, v i * density η i + t * ∑ i, u i * density η i := by
    intro η
    rw [Finset.mul_sum, ← Finset.sum_add_distrib]
    refine Finset.sum_congr rfl fun i _ => ?_
    simp only [Pi.add_apply, Pi.smul_apply, smul_eq_mul]
    ring
  rw [energy_hamiltonian, energy_hamiltonian, hsplit, hsplit] at h1
  rw [energy_hamiltonian, energy_hamiltonian] at h2
  rw [energy_hamiltonian, hsplit] at h3
  rw [energy_hamiltonian] at h4
  simp only [zero_smul, add_zero, sub_zero, smul_eq_mul, Real.norm_eq_abs, h3, h4]
  have h5 : |t * (∑ i, u i * density χ i - ∑ i, u i * density φ i)| ≤ ε * |t| := by
    rw [abs_mul, mul_comm ε]
    exact mul_le_mul_of_nonneg_left hb.le (abs_nonneg t)
  have h6 : 0 ≤ ε * |t| := by positivity
  have h7 := abs_le.mp h5
  exact abs_le.mpr ⟨by linarith [h7.1], by linarith⟩
```

**(i)** Find $v,\varphi$ with $n(\varphi)=\rho$.

Maximise $G_\rho(v)=E(v)-v\cdot\rho$ over a small closed ball around $v_0$ with $\sum_i(v_i-v_{0,i})=0$. For $\rho=n(\psi)$, $G_\rho(v)\le\mathcal E_0(\psi)=G_\rho(v_0)$. Equality makes $\psi$ a ground state at $v$, so (f) gives $v=v_0$. Thus the centre beats the boundary, also for nearby $\rho$ by compactness, and the maximiser is interior. Its ground state $\varphi$ is nondegenerate by (g). Since $u=n(\varphi)-\rho$ sums to zero, stationarity and (h) give $0=u\cdot n(\varphi)-u\cdot\rho=\sum_i u_i^2$.

```lean
/-- Openness of v-representability: let `0 < N < L`, `H₀` be Hermitian, and `H(v₀)` have a
nondegenerate ground state `ψ` without vanishing coefficients. Then every vector of sum `N` close
enough to the density of `ψ` is the density of a nondegenerate ground state of some `H(v)`, with
`v` as close to `v₀` as desired. -/
theorem v_representable_open (hN : 0 < N) (hL : N < L) (hH : IsSelfAdjoint H₀)
    {v₀ : Fin L → ℝ} {ψ : State L N} (hψ : IsUniqueGroundState (hamiltonian H₀ v₀) ψ)
    (hne : ∀ s, ψ s ≠ 0) {δ : ℝ} (hδ : 0 < δ) :
    ∃ ε > 0, ∀ ρ : Fin L → ℝ, ∑ i, ρ i = N → (∀ i, |ρ i - density ψ i| < ε) →
      ∃ v φ, (∀ i, |v i - v₀ i| < δ) ∧ IsUniqueGroundState (hamiltonian H₀ v) φ ∧
        density φ = ρ := by
  obtain ⟨r, hr, hball⟩ := Metric.eventually_nhds_iff.mp (eventually_unique hH hψ)
  obtain ⟨R, hR, hRr, hRδ⟩ : ∃ R > 0, R < r ∧ R < δ :=
    ⟨min r δ / 2, by positivity, by linarith [min_le_left r δ, lt_min hr hδ],
      by linarith [min_le_right r δ, lt_min hr hδ]⟩
  have hEc : Continuous (groundEnergy H₀) := (isCompact_sphere (0 : State L N) 1).continuous_sInf
    (f := fun v φ => energy (hamiltonian H₀ v) φ) (continuous_energy H₀)
  have hcl : IsClosed {v : Fin L → ℝ | ∑ i, (v i - v₀ i) = 0} :=
    isClosed_eq (by fun_prop) continuous_const
  -- for ρ near the density of ψ, and v on the boundary of the ball with v - v₀ of sum zero,
  -- E(v) - v.ρ lies below its value at the centre
  have hS : ∀ᶠ ρ in 𝓝 (density ψ), ∀ v ∈ sphere v₀ R ∩ {v | ∑ i, (v i - v₀ i) = 0},
      groundEnergy H₀ v - ∑ i, v i * ρ i < groundEnergy H₀ v₀ - ∑ i, v₀ i * ρ i := by
    refine ((isCompact_sphere v₀ R).inter_right hcl).eventually_forall_of_forall_eventually
      fun v hv => ?_
    have hlt : groundEnergy H₀ v - ∑ i, v i * density ψ i <
        groundEnergy H₀ v₀ - ∑ i, v₀ i * density ψ i := by
      by_contra hn
      obtain ⟨χ, hχ⟩ := (exists_isGroundState hL.le hH v).1
      have e1 := (exists_isGroundState hL.le hH v).2 χ hχ
      have e0 := (exists_isGroundState hL.le hH v₀).2 ψ hψ.1
      rw [energy_hamiltonian] at e0
      have hg := isGroundState_of_minimal hH v hψ.1.unit fun φ hφ => by
        have := hχ.le φ hφ
        rw [energy_hamiltonian v ψ]
        linarith
      have hz : v = v₀ := by
        funext i
        have hs : ∑ j, (v j - v₀ j) = 0 := hv.2
        rw [Finset.sum_congr rfl fun j _ => potential_unique hN hL hg hψ.1 hne j i,
          Finset.sum_const, Finset.card_univ, Fintype.card_fin, nsmul_eq_mul] at hs
        have hL0 : (L : ℝ) ≠ 0 := by exact_mod_cast (by omega : L ≠ 0)
        exact sub_eq_zero.mp ((mul_eq_zero.mp hs).resolve_left hL0)
      have hd : dist v v₀ = R := hv.1
      rw [hz, dist_self] at hd
      linarith
    exact (isOpen_lt
      (f := fun p : (Fin L → ℝ) × (Fin L → ℝ) => groundEnergy H₀ p.2 - ∑ i, p.2 i * p.1 i)
      (g := fun p => groundEnergy H₀ v₀ - ∑ i, v₀ i * p.1 i)
      (by fun_prop) (by fun_prop)).mem_nhds hlt
  obtain ⟨ε, hε, hεS⟩ := Metric.eventually_nhds_iff.mp hS
  refine ⟨ε, hε, fun ρ hρ hclose => ?_⟩
  have hρS := hεS ((dist_pi_lt_iff hε).mpr fun i => by rw [Real.dist_eq]; exact hclose i)
  have hc : Continuous fun v => groundEnergy H₀ v - ∑ i, v i * ρ i := by fun_prop
  have hv₀ : v₀ ∈ closedBall v₀ R ∩ {v | ∑ i, (v i - v₀ i) = 0} :=
    ⟨mem_closedBall_self hR.le, by simp⟩
  -- hence a maximiser over those v in the closed ball with v - v₀ of sum zero lies in the
  -- open ball
  obtain ⟨v, hvK, hmax⟩ := ((isCompact_closedBall v₀ R).inter_right hcl).exists_isMaxOn
    ⟨v₀, hv₀⟩ hc.continuousOn
  have hvR : dist v v₀ < R := lt_of_le_of_ne hvK.1 fun h =>
    (hρS v ⟨h, hvK.2⟩).not_ge (isMaxOn_iff.mp hmax v₀ hv₀)
  obtain ⟨φ, hφ⟩ := (exists_isGroundState hL.le hH v).1
  have hun := hball (hvR.trans hRr) φ hφ
  refine ⟨v, φ, fun i => ?_, hun, ?_⟩
  · rw [← Real.dist_eq]
    exact (dist_le_pi_dist v v₀ i).trans_lt (hvR.trans hRδ)
  have hsum : ∑ i, density φ i = N := by
    have h : ∑ i, density φ i = ∑ s : Config L N, ∑ _i ∈ s.1, ‖φ s‖ ^ 2 := by
      unfold density
      exact Finset.sum_comm' (by simp)
    rw [h, Finset.sum_congr rfl fun s _ => by rw [Finset.sum_const, s.2, nsmul_eq_mul],
      ← Finset.mul_sum, ← EuclideanSpace.norm_sq_eq, hφ.unit]
    simp
  -- stationarity in the direction of the density error makes that error vanish
  obtain ⟨u, hu⟩ : ∃ u : Fin L → ℝ, ∀ i, u i = density φ i - ρ i := ⟨_, fun _ => rfl⟩
  have hu0 : ∑ i, u i = 0 := by
    simp only [hu, Finset.sum_sub_distrib, hsum, hρ, sub_self]
  have hloc : IsLocalMax
      (fun t : ℝ => groundEnergy H₀ (v + t • u) - t * ∑ i, u i * ρ i) 0 := by
    have hev : ∀ᶠ t : ℝ in 𝓝 0, dist (v + t • u) v₀ < R :=
      (isOpen_lt (f := fun t : ℝ => dist (v + t • u) v₀) (g := fun _ => R)
        (by fun_prop) continuous_const).mem_nhds (by simpa using hvR)
    filter_upwards [hev] with t ht
    have hs : ∑ i, ((v + t • u) i - v₀ i) = 0 := by
      have h1 : ∑ i, (v i - v₀ i) = 0 := hvK.2
      calc ∑ i, ((v + t • u) i - v₀ i) = ∑ i, ((v i - v₀ i) + t * u i) :=
            Finset.sum_congr rfl fun i _ => by
              simp only [Pi.add_apply, Pi.smul_apply, smul_eq_mul]; ring
        _ = 0 := by rw [Finset.sum_add_distrib, ← Finset.mul_sum, h1, hu0]; ring
    have h := isMaxOn_iff.mp hmax (v + t • u) ⟨ht.le, hs⟩
    simp only [Pi.add_apply, Pi.smul_apply, smul_eq_mul, add_mul, Finset.sum_add_distrib,
      mul_assoc, ← Finset.mul_sum] at h
    simp only [zero_smul, add_zero, zero_mul, sub_zero]
    linarith
  have h0 := hloc.hasDerivAt_eq_zero ((hellmann_feynman hL.le hH hun u).fun_sub
    ((hasDerivAt_id' (0 : ℝ)).mul_const (∑ i, u i * ρ i)))
  have hsq : ∑ i, u i * u i = 0 := by
    rw [one_mul, ← Finset.sum_sub_distrib] at h0
    rw [← h0]
    exact Finset.sum_congr rfl fun i _ => by rw [hu i]; ring
  funext i
  have hi := mul_self_eq_zero.mp ((Finset.sum_eq_zero_iff_of_nonneg
    (fun i _ => mul_self_nonneg (u i))).mp hsq i (Finset.mem_univ i))
  linarith [hu i]

end

end LatticeVRepresentability
```
```lean
#print axioms LatticeVRepresentability.v_representable_open
-- 'LatticeVRepresentability.v_representable_open' depends on axioms: [propext, Classical.choice, Quot.sound]
```
